# Coupling and field contributions add in the mean squared level of A L·S + b(Lz + 2Sz)

Take two angular momenta of size 1/2, coupled with strength A, in a field of strength b that acts on the second twice as strongly as on the first:

H = A L·S + b(Lz + 2Sz).

The two states with both projections parallel are eigenstates, with energies A/4 ± 3b/2. The two antiparallel states mix, and their energies are −A/4 ± ½√(A² + b²). These two mixed levels do not separate into a coupling part plus a field part. The sum of the squares of all four levels does:

2(A²/16 + 9b²/4) + 2(A²/16 + (A² + b²)/4) = 3A²/4 + 5b².

The cross terms of the squares cancel within each pair, and the square root enters only through its own square, A² + b². Divided by four levels, the mean square is 3A²/16 + 5b²/4, with no product Ab at any field strength.

## The mean square for any l and s

Let l and s be non-negative integers or half-integers, X = l(l+1), Y = s(s+1), and let A, b, gL, gS be real. For

H = A L·S + b(gL Lz + gS Sz)

the mean squared eigenvalue, counted with multiplicity, is

(A² XY + b²(gL² X + gS² Y))/3.

With gL = 1 and gS = 2 this becomes (A² XY + b²(X + 4Y))/3. The angular momenta are in units of ħ, A is the spin-orbit constant of the term, and b is the Bohr magneton times the field. The value gL = 1 stands for an orbital moment with an infinitely heavy nucleus, and gS = 2 for the electron's spin moment without radiative corrections.

For integer l, this Hamiltonian describes the passage from the Zeeman to the Paschen-Back regime in quantum mechanics, for a single isolated LS term with a field interaction linear in b. The opening example has l = 1/2, which no orbital angular momentum can have, so it illustrates the algebra and is not an atomic term.

## A check on a Zeeman diagonalisation

A code that builds this matrix and diagonalises it can compare the sum of squared levels with (2l+1)(2s+1) times the formula at every field value, including those where levels have no simple closed form. The same number is the sum of |Hᵢⱼ|² over all entries, so the matrix can be checked before the eigensolver runs. When A, b, l and s are all nonzero and the rest of the matrix is right, the comparison detects a ladder term L₊S₋ + L₋S₊ scaled by a factor of the wrong size, or a wrong magnitude of gS. It misses the sign of A, and it misses L₊S₊ + L₋S₋ written in place of L₊S₋ + L₋S₊, which has the same trace of the square.

For a p electron, l = 1 and s = 1/2, so X = 2 and Y = 3/4. Take A = 2 and b = 1. The stretched states have energies 3 and −1. The other four states form two blocks with off-diagonal element √2: one has diagonal (−1, 1) and energies ±√3, the other has diagonal (−1, −1) and energies −1 ± √2. The squares sum to

9 + 1 + 6 + 6 = 22,

so the mean is 22/6 = 11/3. The formula gives (4·3/2 + 5)/3 = 11/3, of which 2 comes from the coupling and 5/3 from the field.

## Traces of one spin, then of two

For one spin N/2, write the states as m = N/2 − k with k = 0, …, N, and let C = (N/2)(N/2 + 1) = N(N+2)/4. The raising operator J₊ takes state k to k − 1 with amplitude √(k(N+1−k)), and J₋ is its adjoint. Using

Σ k = N(N+1)/2 and Σ k² = N(N+1)(2N+1)/6,

we get

tr Jz = (N+1)N/2 − N(N+1)/2 = 0,

tr Jz² = Σ (N²/4 − Nk + k²) = (N+1)N(N+2)/12 = (N+1)C/3,

tr J₊J₋ = Σ k(N+1−k) = (N+1)N(N+2)/6 = 2(N+1)C/3.

The operators J₊, J₋, JzJ±, J±Jz, J₊² and J₋² all change m, so their traces vanish.

Now let l = N/2, s = M/2 and D = (N+1)(M+1), and write H = A V + b W with

V = LzSz + ½(L₊S₋ + L₋S₊), W = gL Lz + gS Sz.

The trace of a product of an orbital and a spin operator is the product of their traces. In tr V² three terms survive:

tr V² = tr Lz² tr Sz² + ¼(tr L₊L₋ tr S₋S₊ + tr L₋L₊ tr S₊S₋)
= D XY (1/9 + 2/9) = D XY/3.

In tr W² the cross term contains tr Lz tr Sz = 0, which leaves

tr W² = D(gL² X + gS² Y)/3.

Every term of tr VW contains the trace of a single component of L or of S, because W acts on only one factor at a time. Hence tr VW = 0, and

tr H² = A² tr V² + b² tr W².

Finally, H is Hermitian, so H = U E U† with U unitary and E diagonal. Then tr H² = tr E² is the sum of the squared levels, and division by D gives the result.

## Definitions and proof in Lean

The natural numbers `N` and `M` are 2l and 2s, so spin zero is included. `raising` and `projection` are the matrices J₊ and Jz above, and `casimir N` is X. In `hamiltonian`, `⊗ₖ` is the Kronecker product, with the orbital factor first, and `ᴴ` is the adjoint. `meanSquareLevel` takes a proof that a matrix is Hermitian and averages the squares of the eigenvalues Mathlib assigns to it, one per basis state.

```lean
import Mathlib

open Matrix
open scoped Kronecker

namespace IntermediateFieldWidth

noncomputable section

/-- The raising operator of a spin `N/2`, in the basis `m = N/2 - k` with `k = 0, ..., N`. -/
def raising (N : ℕ) : Matrix (Fin (N + 1)) (Fin (N + 1)) ℂ :=
  Matrix.of fun i j => if (i : ℕ) + 1 = (j : ℕ) then
    ((Real.sqrt (((j : ℕ) : ℝ) * ((N : ℝ) + 1 - ((j : ℕ) : ℝ))) : ℝ) : ℂ) else 0

/-- The z-component of a spin `N/2`, diagonal with entries `m = N/2 - k`. -/
def projection (N : ℕ) : Matrix (Fin (N + 1)) (Fin (N + 1)) ℂ :=
  diagonal fun k => (N : ℂ) / 2 - ((k : ℕ) : ℂ)

/-- The number `j(j+1)` for `j = N/2`. -/
def casimir (N : ℕ) : ℝ := (N : ℝ) / 2 * ((N : ℝ) / 2 + 1)

/-- The Hamiltonian `A L·S + b (gL Lz + gS Sz)` for `l = N/2` and `s = M/2`, with
`L·S = Lz Sz + (L₊S₋ + L₋S₊)/2`. -/
def hamiltonian (N M : ℕ) (A b gL gS : ℝ) :
    Matrix (Fin (N + 1) × Fin (M + 1)) (Fin (N + 1) × Fin (M + 1)) ℂ :=
  (A : ℂ) • (projection N ⊗ₖ projection M +
      (1 / 2 : ℂ) • (raising N ⊗ₖ (raising M)ᴴ + (raising N)ᴴ ⊗ₖ raising M)) +
    (b : ℂ) • ((gL : ℂ) • (projection N ⊗ₖ 1) + (gS : ℂ) • (1 ⊗ₖ projection M))

/-- The mean squared eigenvalue of a Hermitian matrix of nonzero size, counted with
multiplicity. -/
def meanSquareLevel {n : Type*} [Fintype n] [DecidableEq n] {H : Matrix n n ℂ}
    (hH : H.IsHermitian) : ℝ :=
  (∑ i, hH.eigenvalues i ^ 2) / (Fintype.card n : ℝ)

/-- The sum of a quadratic polynomial over `k = 0, ..., n-1`. -/
theorem sum_quadratic (n : ℕ) (α β γ : ℂ) :
    ∑ k : Fin n, (α + β * ((k : ℕ) : ℂ) + γ * ((k : ℕ) : ℂ) ^ 2) =
      α * n + β * (n * (n - 1) / 2) + γ * (n * (n - 1) * (2 * n - 1) / 6) := by
  induction n with
  | zero => simp
  | succ n ih =>
    rw [Fin.sum_univ_castSucc]
    simp only [Fin.val_castSucc, Fin.val_last]
    rw [ih]
    push_cast
    ring

/-- The trace of `S₊S₋` for a spin `j = N/2` is `2(2j+1) j(j+1)/3`. -/
theorem trace_raising_lowering (N : ℕ) :
    trace (raising N * (raising N)ᴴ) = 2 * ((N : ℂ) + 1) * (casimir N : ℂ) / 3 := by
  -- squared matrix elements of the raising operator
  have hentry : ∀ i j : Fin (N + 1), raising N i j * star (raising N i j) =
      if (i : ℕ) + 1 = (j : ℕ) then ((j : ℕ) : ℂ) * ((N : ℂ) + 1 - ((j : ℕ) : ℂ)) else 0 := by
    intro i j
    by_cases h : (i : ℕ) + 1 = (j : ℕ)
    · have hj : ((j : ℕ) : ℝ) ≤ (N : ℝ) + 1 := by exact_mod_cast j.isLt.le
      have h0 : 0 ≤ ((j : ℕ) : ℝ) * ((N : ℝ) + 1 - ((j : ℕ) : ℝ)) :=
        mul_nonneg (Nat.cast_nonneg _) (sub_nonneg.2 hj)
      simp only [raising, of_apply, if_pos h, Complex.star_def, Complex.conj_ofReal]
      rw [← Complex.ofReal_mul, Real.mul_self_sqrt h0]
      simp
    · simp [raising, h]
  have hsum : trace (raising N * (raising N)ᴴ) = ∑ j : Fin (N + 1),
      (0 + ((N : ℂ) + 1) * ((j : ℕ) : ℂ) + (-1) * ((j : ℕ) : ℂ) ^ 2) := by
    simp only [trace, diag_apply, mul_apply, conjTranspose_apply, hentry]
    rw [Finset.sum_comm]
    refine Finset.sum_congr rfl fun j _ => ?_
    cases j using Fin.cases with
    | zero => simp
    | succ k =>
      rw [Finset.sum_eq_single k.castSucc]
      · rw [if_pos (by simp)]
        ring
      · intro i _ hi
        refine if_neg fun h => hi (Fin.ext ?_)
        simpa using h
      · intro h
        exact absurd (Finset.mem_univ _) h
  rw [hsum, sum_quadratic, casimir]
  push_cast
  ring

/-- For a spin `j = N/2`, `Sz` is traceless and `Sz²` has trace `(2j+1) j(j+1)/3`. -/
theorem trace_projection (N : ℕ) : trace (projection N) = 0 ∧
    trace (projection N * projection N) = ((N : ℂ) + 1) * (casimir N : ℂ) / 3 := by
  have h1 := sum_quadratic (N + 1) ((N : ℂ) / 2) (-1) 0
  have h2 := sum_quadratic (N + 1) ((N : ℂ) ^ 2 / 4) (-(N : ℂ)) 1
  rw [projection, diagonal_mul_diagonal, trace_diagonal, trace_diagonal, casimir]
  constructor
  · refine (Finset.sum_congr rfl fun k _ => by ring).trans (h1.trans ?_)
    push_cast
    ring
  · refine (Finset.sum_congr rfl fun k _ => by ring).trans (h2.trans ?_)
    push_cast
    ring

/-- The ladder operators, their squares and their products with `Sz` are traceless. -/
theorem trace_ladder (N : ℕ) : trace (raising N) = 0 ∧ trace (raising N)ᴴ = 0 ∧
    trace (projection N * raising N) = 0 ∧ trace (raising N * projection N) = 0 ∧
    trace (projection N * (raising N)ᴴ) = 0 ∧ trace ((raising N)ᴴ * projection N) = 0 ∧
    trace (raising N * raising N) = 0 ∧ trace ((raising N)ᴴ * (raising N)ᴴ) = 0 := by
  have hPP : trace (raising N * raising N) = 0 := by
    refine Finset.sum_eq_zero fun i _ => ?_
    rw [diag_apply, mul_apply]
    refine Finset.sum_eq_zero fun j _ => ?_
    by_cases h : (i : ℕ) + 1 = (j : ℕ)
    · have h' : ¬ (j : ℕ) + 1 = (i : ℕ) := by omega
      simp [raising, h']
    · simp [raising, h]
  have hQQ : trace ((raising N)ᴴ * (raising N)ᴴ) = 0 := by
    rw [← conjTranspose_mul, trace_conjTranspose, hPP, star_zero]
  refine ⟨?_, ?_, ?_, ?_, ?_, ?_, hPP, hQQ⟩ <;>
    simp [trace, projection, diagonal_mul, mul_diagonal, raising]

/-- The Hamiltonian with real coupling, field and g-factors is Hermitian. -/
theorem hamiltonian_isHermitian (N M : ℕ) (A b gL gS : ℝ) :
    (hamiltonian N M A b gL gS).IsHermitian := by
  have hZ : ∀ K, (projection K)ᴴ = projection K := by
    intro K
    rw [projection, diagonal_conjTranspose]
    congr 1
    funext k
    simp
  have hr : ∀ x : ℝ, star (x : ℂ) = x := Complex.conj_ofReal
  have h2 : star (1 / 2 : ℂ) = 1 / 2 := by simp
  unfold Matrix.IsHermitian
  simp only [hamiltonian, conjTranspose_add, conjTranspose_smul, conjTranspose_kronecker,
    conjTranspose_conjTranspose, conjTranspose_one, hZ, hr, h2]
  module

/-- For a Hermitian matrix the trace of the square is the sum of the squared eigenvalues. -/
theorem trace_sq_eq_sum {n : Type*} [Fintype n] [DecidableEq n] {H : Matrix n n ℂ}
    (hH : H.IsHermitian) : trace (H * H) = ((∑ i, hH.eigenvalues i ^ 2 : ℝ) : ℂ) := by
  obtain ⟨U, hU, hU', hHU⟩ : ∃ U : Matrix n n ℂ, U * star U = 1 ∧ star U * U = 1 ∧
      H * U = U * diagonal (fun i => (hH.eigenvalues i : ℂ)) := by
    refine ⟨hH.eigenvectorUnitary, mem_unitaryGroup_iff.1 hH.eigenvectorUnitary.2,
      mem_unitaryGroup_iff'.1 hH.eigenvectorUnitary.2, ?_⟩
    ext i j
    have h := congrFun (hH.mulVec_eigenvectorBasis j) i
    rw [mul_diagonal]
    simpa [Matrix.mul_apply, mulVec, dotProduct, mul_comm,
      IsHermitian.eigenvectorUnitary_apply] using h
  -- pass to the eigenbasis under the trace
  have hD : star U * (H * H) * U = diagonal (fun i => (hH.eigenvalues i : ℂ)) *
      diagonal (fun i => (hH.eigenvalues i : ℂ)) := by
    rw [mul_assoc, mul_assoc H H U, hHU, ← mul_assoc H U, hHU, mul_assoc U,
      ← mul_assoc (star U), hU', one_mul]
  have ht : trace (star U * (H * H) * U) = trace (H * H) := by
    rw [trace_mul_comm (star U * (H * H)) U, ← mul_assoc U (star U), hU, one_mul]
  rw [← ht, hD, diagonal_mul_diagonal, trace_diagonal]
  push_cast
  exact Finset.sum_congr rfl fun i _ => (sq _).symm

/-- The mean squared eigenvalue of `A L·S + b (gL Lz + gS Sz)` is
`(A² XY + b² (gL² X + gS² Y))/3`, where `X = l(l+1)` and `Y = s(s+1)`. -/
theorem meanSquareLevel_hamiltonian (N M : ℕ) (A b gL gS : ℝ) :
    meanSquareLevel (hamiltonian_isHermitian N M A b gL gS) =
      (A ^ 2 * (casimir N * casimir M) +
        b ^ 2 * (gL ^ 2 * casimir N + gS ^ 2 * casimir M)) / 3 := by
  have h := trace_sq_eq_sum (hamiltonian_isHermitian N M A b gL gS)
  have hQP := fun K => (trace_mul_comm (raising K)ᴴ (raising K)).trans (trace_raising_lowering K)
  -- cross terms between coupling and field vanish under the trace
  have ht : trace (hamiltonian N M A b gL gS * hamiltonian N M A b gL gS) =
      (((N + 1) * (M + 1) * ((A ^ 2 * (casimir N * casimir M) +
        b ^ 2 * (gL ^ 2 * casimir N + gS ^ 2 * casimir M)) / 3) : ℝ) : ℂ) := by
    simp only [hamiltonian, smul_add, Matrix.add_mul, Matrix.mul_add, Matrix.smul_mul,
      Matrix.mul_smul, ← mul_kronecker_mul, Matrix.one_mul, Matrix.mul_one, trace_add,
      trace_smul, trace_kronecker, trace_ladder, trace_projection, trace_raising_lowering,
      hQP, trace_one, Fintype.card_fin, smul_eq_mul]
    push_cast
    ring
  rw [ht] at h
  have h' := (Complex.ofReal_injective h).symm
  have hN : (N : ℝ) + 1 ≠ 0 := by positivity
  have hM : (M : ℝ) + 1 ≠ 0 := by positivity
  rw [meanSquareLevel, h', Fintype.card_prod, Fintype.card_fin, Fintype.card_fin]
  push_cast
  exact mul_div_cancel_left₀ _ (mul_ne_zero hN hM)

/-- For `A L·S + b (Lz + 2Sz)` the mean squared eigenvalue is `(A² XY + b² (X + 4Y))/3`,
where `X = l(l+1)` and `Y = s(s+1)`. -/
theorem meanSquareLevel_paschenBack (N M : ℕ) (A b : ℝ) :
    meanSquareLevel (hamiltonian_isHermitian N M A b 1 2) =
      (A ^ 2 * (casimir N * casimir M) + b ^ 2 * (casimir N + 4 * casimir M)) / 3 := by
  rw [meanSquareLevel_hamiltonian]
  ring

/-- The mean squared eigenvalue with both coupling and field is the sum of the value with
coupling alone and the value with field alone. -/
theorem widths_add_in_quadrature (N M : ℕ) (A b gL gS : ℝ) :
    meanSquareLevel (hamiltonian_isHermitian N M A b gL gS) =
      meanSquareLevel (hamiltonian_isHermitian N M A 0 gL gS) +
        meanSquareLevel (hamiltonian_isHermitian N M 0 b gL gS) := by
  simp only [meanSquareLevel_hamiltonian]
  ring

end

end IntermediateFieldWidth
```

```lean
#print axioms IntermediateFieldWidth.meanSquareLevel_paschenBack
-- 'IntermediateFieldWidth.meanSquareLevel_paschenBack' depends on axioms: [propext, Classical.choice, Quot.sound]
#print axioms IntermediateFieldWidth.widths_add_in_quadrature
-- 'IntermediateFieldWidth.widths_add_in_quadrature' depends on axioms: [propext, Classical.choice, Quot.sound]
```

`sum_quadratic` proves the sums over k by induction. `trace_raising_lowering` removes the square root after showing that its argument is nonnegative, then uses the single nonzero entry in each column after the first. `trace_projection` and `trace_ladder` supply the remaining one-spin traces. `trace_sq_eq_sum` carries out the diagonalisation step: it takes the unitary matrix of eigenvectors and moves it around the trace.

In `meanSquareLevel_hamiltonian`, one `simp only` call expands tr H² into traces of products of Kronecker products. The device that makes these tractable is `mul_kronecker_mul`, which says that (PQ) ⊗ (P′Q′) = (P ⊗ P′)(Q ⊗ Q′). The arrow in `← mul_kronecker_mul` applies it from right to left, so each product of two-spin matrices becomes a single Kronecker product of one-spin products. Then `trace_kronecker` splits its trace into two factors, and the one-spin lemmas evaluate them. The vanishing of tr VW thus happens term by term, and `ring` collects what is left.

`meanSquareLevel_paschenBack` sets the g-factors to 1 and 2. `widths_add_in_quadrature` says that the value at (A, b) is the sum of the values at (A, 0) and (0, b).

## Second moments of one isolated term

The theorems hold for all real A, b, gL and gS and all spin sizes, with no assumption of weak or strong field. They fix one number per spectrum: individual level positions, line strengths and the order of levels remain open. To read the root mean square as a width about the centre of the multiplet, one also needs tr H = 0, which follows from the one-spin traces but is not stated as a theorem in the file.

The model leaves out the diamagnetic term, hyperfine structure and mixing with other terms, so a code that includes any of these should apply the formula to the matrix without them. The Lean matrices have exact entries, and a floating-point calculation should match the formula only up to rounding.
